# Three traceless Hermitian 2×2 Zeeman matrices have a unique real g-matrix, and $gg^T$ fixes their levels in any real field

**Q.** Before I believe anything about g-tensors, I want the conventions. What are the matrices, what are the units, and which index of $g$ belongs to the field?

**A.** The setting is a two-state doublet in a magnetic field $B$, with a Hamiltonian linear in $B$. Indices run over 0, 1, 2 for $x, y, z$, so $\sigma_0$ here is the Pauli matrix $\sigma_x$ and not the identity.

```lean
import Mathlib

open Matrix

namespace ZeemanGTensor

noncomputable section

/-- The three Pauli matrices, indexed by the Cartesian directions x, y, z. -/
def pauli : Fin 3 → Matrix (Fin 2) (Fin 2) ℂ :=
  ![!![0, 1; 1, 0], !![0, -Complex.I; Complex.I, 0], !![1, 0; 0, -1]]
```

For a real 3×3 matrix $g$, the Zeeman matrices are
$$M_k=\tfrac12\sum_l g_{kl}\,\sigma_l .$$
The first index of $g$ belongs to the field and the second to the pseudospin $\sigma/2$. The Bohr magneton is absorbed into the units.

```lean
/-- The Zeeman matrices `M_k = (1/2) ∑ l, g_kl σ_l` of a doublet with real g-matrix `g`. -/
def zeeman (g : Matrix (Fin 3) (Fin 3) ℝ) (k : Fin 3) : Matrix (Fin 2) (Fin 2) ℂ :=
  (1 / 2 : ℂ) • ∑ l, (g k l : ℂ) • pauli l
```

The Hamiltonian is $H(B)=\sum_k B_kM_k$, defined for any triple $M$, whether or not it came from a $g$.

```lean
/-- The Zeeman Hamiltonian `∑ k, B_k M_k` in a real magnetic field `B`. -/
def fieldHamiltonian (M : Fin 3 → Matrix (Fin 2) (Fin 2) ℂ) (B : Fin 3 → ℝ) :
    Matrix (Fin 2) (Fin 2) ℂ :=
  ∑ k, (B k : ℂ) • M k
```

The last definition is $E=\tfrac12\sqrt{B^Tgg^TB}$, half the distance between the two levels.

```lean
/-- The energy `(1/2) √(Bᵀ g gᵀ B)`. -/
def halfSplitting (g : Matrix (Fin 3) (Fin 3) ℝ) (B : Fin 3 → ℝ) : ℝ :=
  1 / 2 * √(B ⬝ᵥ (g * gᵀ) *ᵥ B)
```

**Q.** In a relativistic calculation I get three matrices, not a $g$. Why should a real $g$ exist at all?

**A.** Write out the definition:
$$M_k=\frac12\begin{pmatrix} g_{k2} & g_{k0}-i g_{k1}\\ g_{k0}+i g_{k1} & -g_{k2}\end{pmatrix}.$$

```lean
/-- The entries of a Zeeman matrix in terms of one row of the g-matrix. -/
theorem zeeman_eq (g : Matrix (Fin 3) (Fin 3) ℝ) (k : Fin 3) :
    zeeman g k = !![(g k 2 : ℂ) / 2, ((g k 0 : ℂ) - Complex.I * g k 1) / 2;
      ((g k 0 : ℂ) + Complex.I * g k 1) / 2, -(g k 2 : ℂ) / 2] := by
  ext i j
  fin_cases i <;> fin_cases j <;> simp [zeeman, pauli, Fin.sum_univ_three] <;> ring
```

A Hermitian matrix has real diagonal entries and conjugate off-diagonal ones. Zero trace makes the diagonal entries opposite. Three real numbers remain, and they are read off as
$$g_{k0}=2\,\mathrm{Re}(M_k)_{10},\quad g_{k1}=2\,\mathrm{Im}(M_k)_{10},\quad g_{k2}=2\,\mathrm{Re}(M_k)_{00}.$$
This gives existence, and since the entries determine $g$, also uniqueness. Conversely, the displayed matrix is Hermitian and traceless for every real $g$.

The theorem `hermitian_traceless_iff` states this equivalence. Its proof supplies the $g$ above, takes real and imaginary parts of the Hermiticity and trace conditions, and checks each entry with `linarith`.

```lean
/-- Three 2 by 2 matrices are Hermitian and traceless exactly when they are the Zeeman matrices
of one and only one real g-matrix. -/
theorem hermitian_traceless_iff (M : Fin 3 → Matrix (Fin 2) (Fin 2) ℂ) :
    (∀ k, (M k).IsHermitian ∧ (M k).trace = 0) ↔ ∃! g, M = zeeman g := by
  constructor
  · intro h
    refine ⟨Matrix.of fun k => ![2 * (M k 1 0).re, 2 * (M k 1 0).im, 2 * (M k 0 0).re], ?_, ?_⟩
    · funext k
      -- Hermiticity and vanishing trace leave three real parameters
      have h00 := congrArg Complex.im ((h k).1.apply 0 0)
      have hre := congrArg Complex.re ((h k).1.apply 0 1)
      have him := congrArg Complex.im ((h k).1.apply 0 1)
      have ht := (h k).2
      rw [Matrix.trace_fin_two] at ht
      have tre := congrArg Complex.re ht
      have tim := congrArg Complex.im ht
      simp only [Complex.star_def, Complex.conj_im, Complex.conj_re, Complex.add_re,
        Complex.add_im, Complex.zero_re, Complex.zero_im] at h00 hre him tre tim
      rw [zeeman_eq]
      ext i j
      fin_cases i <;> fin_cases j <;> apply Complex.ext <;> simp <;> linarith
    · intro g' hg'
      have hg : M = zeeman g' := hg'
      subst hg
      -- the entries of the Zeeman matrices give back the g-matrix
      ext k l
      fin_cases l <;> simp [zeeman_eq] <;> ring
  · rintro ⟨g, hg', -⟩ k
    have hg : M = zeeman g := hg'
    subst hg
    constructor
    · rw [zeeman_eq, Matrix.IsHermitian]
      ext i j
      fin_cases i <;> fin_cases j <;> simp [Matrix.conjTranspose_apply]
      ring
    · rw [zeeman_eq, Matrix.trace_fin_two_of]
      ring
```

**Q.** Tracelessness is assumed, then. Where does it come from physically?

**A.** From time reversal, in the case of a Kramers doublet. The magnetic moment is odd under time reversal, so its expectation values in the two partner states are opposite and its trace over the doublet vanishes. Since $M_k$ is minus the $k$-th component of the moment within the doublet, in these units, it is traceless too. The theorems take this condition as a hypothesis; neither time reversal nor the electronic-structure problem that supplies the matrices is formalised.

**Q.** My program picks an arbitrary basis in the degenerate doublet. Does $g$ mean anything then?

**A.** Not entry by entry, but $gg^T$ does. Since $\mathrm{tr}(\sigma_a\sigma_b)=2\delta_{ab}$,
$$\mathrm{tr}(M_kM_l)=\tfrac14\sum_{a,b}g_{ka}g_{lb}\,2\delta_{ab}=\tfrac12(gg^T)_{kl},$$
so $(gg^T)_{kl}=2\,\mathrm{tr}(M_kM_l)$. The Lean proof multiplies the explicit matrices and uses $i^2=-1$. The left side is a real number regarded as complex, so the equation also says that the trace is real.

```lean
/-- The tensor `g gᵀ` is given by traces of products of two Zeeman matrices. -/
theorem gram_eq_trace (g : Matrix (Fin 3) (Fin 3) ℝ) (k l : Fin 3) :
    (((g * gᵀ) k l : ℝ) : ℂ) = 2 * (zeeman g k * zeeman g l).trace := by
  simp only [zeeman_eq, Matrix.mul_fin_two, Matrix.trace_fin_two_of, Matrix.mul_apply,
    Matrix.transpose_apply, Fin.sum_univ_three]
  push_cast
  linear_combination ((g k 1 : ℂ) * g l 1) * Complex.I_sq
```

The product of all three matrices gives another invariant. With $\mathrm{tr}(\sigma_a\sigma_b\sigma_c)=2i\varepsilon_{abc}$, where $\varepsilon_{abc}$ is the antisymmetric symbol with $\varepsilon_{012}=1$,
$$\mathrm{tr}(M_0M_1M_2)=\tfrac18\cdot 2i\sum_{a,b,c}\varepsilon_{abc}\,g_{0a}g_{1b}g_{2c}=\tfrac{i}{4}\det g .$$
Lean obtains it by expanding both sides in the entries of $g$.

```lean
/-- The determinant of the g-matrix is given by the trace of the product of all three Zeeman
matrices. -/
theorem trace_triple (g : Matrix (Fin 3) (Fin 3) ℝ) :
    (zeeman g 0 * zeeman g 1 * zeeman g 2).trace = Complex.I / 4 * ((g.det : ℝ) : ℂ) := by
  simp only [zeeman_eq, Matrix.mul_fin_two, Matrix.trace_fin_two_of, Matrix.det_fin_three]
  push_cast
  ring
```

Now change the basis by a unitary $U$, the same for all three matrices, so that $M_k'=UM_kU^\dagger$. Because $U^\dagger U=1$ and the trace is cyclic,
$$\mathrm{tr}(M_k'M_l')=\mathrm{tr}(UM_kM_lU^\dagger)=\mathrm{tr}(M_kM_l),$$
and the triple product behaves the same way. Hence $gg^T$ and $\det g$, including its sign, are unchanged. In the proof, `p` is the rule for products and `t` the rule for traces; the two trace formulas then give the invariance of $gg^T$ and $\det g$.

```lean
/-- A common unitary change of the doublet basis leaves both `g gᵀ` and `det g` unchanged. -/
theorem unitary_invariance {g g' : Matrix (Fin 3) (Fin 3) ℝ} {U : Matrix (Fin 2) (Fin 2) ℂ}
    (hU : U ∈ Matrix.unitaryGroup (Fin 2) ℂ)
    (h : ∀ k, zeeman g' k = U * zeeman g k * Uᴴ) :
    g' * g'ᵀ = g * gᵀ ∧ g'.det = g.det := by
  have hU' : Uᴴ * U = 1 := Matrix.mem_unitaryGroup_iff'.mp hU
  -- conjugation respects products and traces
  have p : ∀ A B : Matrix (Fin 2) (Fin 2) ℂ,
      (U * A * Uᴴ) * (U * B * Uᴴ) = U * (A * B) * Uᴴ := by
    intro A B
    calc (U * A * Uᴴ) * (U * B * Uᴴ) = U * A * (Uᴴ * U) * B * Uᴴ := by
          simp only [mul_assoc]
      _ = U * (A * B) * Uᴴ := by
          rw [hU', mul_one]
          simp only [mul_assoc]
  have t : ∀ A : Matrix (Fin 2) (Fin 2) ℂ, (U * A * Uᴴ).trace = A.trace := by
    intro A
    rw [Matrix.trace_mul_comm, ← mul_assoc, hU', one_mul]
  constructor
  · ext k l
    have key : (((g' * g'ᵀ) k l : ℝ) : ℂ) = (((g * gᵀ) k l : ℝ) : ℂ) := by
      rw [gram_eq_trace, gram_eq_trace, h k, h l, p, t]
    exact Complex.ofReal_injective key
  · have key : Complex.I / 4 * ((g'.det : ℝ) : ℂ) = Complex.I / 4 * ((g.det : ℝ) : ℂ) := by
      rw [← trace_triple g', ← trace_triple g, h 0, h 1, h 2, p, p, t]
    have hI : Complex.I / 4 ≠ 0 := div_ne_zero Complex.I_ne_zero (by norm_num)
    exact Complex.ofReal_injective (mul_left_cancel₀ hI key)
```

**Q.** Perhaps $g$ itself is invariant too, and you are being cautious.

**A.** It is not. Conjugation by $\sigma_2$, the usual $\sigma_z$, reverses $\sigma_0$ and $\sigma_1$ and keeps $\sigma_2$. The first two columns of $g$ therefore change sign, which alters $g$ unless both columns vanish. The next theorem checks that this matrix is unitary and that the new triple belongs to $g\,\mathrm{diag}(-1,-1,1)$.

```lean
/-- Conjugation by the unitary matrix `σ_z` reverses the sign of the first two columns of the
g-matrix. -/
theorem unitary_invariance_witness (g : Matrix (Fin 3) (Fin 3) ℝ) :
    pauli 2 ∈ Matrix.unitaryGroup (Fin 2) ℂ ∧
      ∀ k, zeeman (g * Matrix.diagonal ![-1, -1, 1]) k = pauli 2 * zeeman g k * (pauli 2)ᴴ := by
  have hp : pauli 2 = !![1, 0; 0, -1] := rfl
  have hs : (!![1, 0; 0, -1] : Matrix (Fin 2) (Fin 2) ℂ)ᴴ = !![1, 0; 0, -1] := by
    ext i j
    fin_cases i <;> fin_cases j <;> simp
  constructor
  · rw [Matrix.mem_unitaryGroup_iff, Matrix.star_eq_conjTranspose, hp, hs, Matrix.mul_fin_two,
      Matrix.one_fin_two]
    simp
  · intro k
    rw [zeeman_eq, zeeman_eq, hp, hs, Matrix.mul_fin_two, Matrix.mul_fin_two]
    simp only [Matrix.mul_diagonal]
    ext i j
    fin_cases i <;> fin_cases j <;> simp <;> ring
```

For electronic-structure work this means that, within the linear Zeeman model of an isolated doublet, two calculations with the same field axes but unmatched doublet bases can be compared through $gg^T$ and $\det g$, while a difference in the raw entries of $g$ may come from the choice of basis alone.

**Q.** And the energies? A square root in a definition proves nothing about a spectrum.

**A.** Define the effective field $b_l=\sum_k B_kg_{kl}$. Then $H=\tfrac12\sum_l b_l\sigma_l$ and
$$\det(z-H)=\Big(z-\frac{b_2}{2}\Big)\Big(z+\frac{b_2}{2}\Big)-\frac{b_0^2+b_1^2}{4}=z^2-\frac{b_0^2+b_1^2+b_2^2}{4}.$$
Also $B^Tgg^TB=\sum_l b_l^2\ge0$, so the square root is real and the determinant equals $(z-E)(z+E)$. In Lean, `hq` is the sum of squares and `hE` the resulting value of $E^2$.

```lean
/-- The characteristic determinant of the Zeeman Hamiltonian factors into two levels placed
symmetrically about zero. -/
theorem det_fieldHamiltonian (g : Matrix (Fin 3) (Fin 3) ℝ) (B : Fin 3 → ℝ) (z : ℂ) :
    (z • (1 : Matrix (Fin 2) (Fin 2) ℂ) - fieldHamiltonian (zeeman g) B).det =
      (z - halfSplitting g B) * (z + halfSplitting g B) := by
  -- the quadratic form is the squared length of the effective field `gᵀ B`
  have hq : B ⬝ᵥ (g * gᵀ) *ᵥ B = ∑ l, (∑ k, B k * g k l) ^ 2 := by
    simp only [dotProduct, Matrix.mulVec, Matrix.mul_apply, Matrix.transpose_apply,
      Fin.sum_univ_three]
    ring
  have hE : halfSplitting g B ^ 2 = 1 / 4 * ∑ l, (∑ k, B k * g k l) ^ 2 := by
    rw [halfSplitting, hq, mul_pow, Real.sq_sqrt (Finset.sum_nonneg fun l _ => sq_nonneg _)]
    norm_num
  have hc := congrArg (fun x : ℝ => (x : ℂ)) hE
  simp only [Fin.sum_univ_three] at hc
  push_cast at hc
  rw [Matrix.det_fin_two]
  simp [fieldHamiltonian, zeeman_eq, Fin.sum_univ_three]
  linear_combination hc +
    (((B 0 : ℂ) * g 0 1 + B 1 * g 1 1 + B 2 * g 2 1) ^ 2 / 4) * Complex.I_sq
```

A number $z$ is an eigenvalue when $Hv=zv$ for some nonzero $v$, which happens exactly when $\det(z-H)=0$. The proof rewrites the eigenvalue equation as $(z-H)v=0$ and applies Mathlib's criterion for a nonzero null vector.

```lean
/-- The eigenvalues of the Zeeman Hamiltonian in the field `B` are exactly
`± (1/2) √(Bᵀ g gᵀ B)`. -/
theorem eigenvalue_iff (g : Matrix (Fin 3) (Fin 3) ℝ) (B : Fin 3 → ℝ) (z : ℂ) :
    (∃ v, v ≠ 0 ∧ fieldHamiltonian (zeeman g) B *ᵥ v = z • v) ↔
      z = halfSplitting g B ∨ z = -halfSplitting g B := by
  have conv : ∀ v, (z • (1 : Matrix (Fin 2) (Fin 2) ℂ) - fieldHamiltonian (zeeman g) B) *ᵥ v = 0 ↔
      fieldHamiltonian (zeeman g) B *ᵥ v = z • v := by
    intro v
    rw [Matrix.sub_mulVec, Matrix.smul_mulVec, Matrix.one_mulVec, sub_eq_zero]
    exact eq_comm
  have key := Matrix.exists_mulVec_eq_zero_iff
    (M := z • (1 : Matrix (Fin 2) (Fin 2) ℂ) - fieldHamiltonian (zeeman g) B)
  rw [det_fieldHamiltonian] at key
  simp only [conv, mul_eq_zero, sub_eq_zero, add_eq_zero_iff_eq_neg] at key
  exact key
```

Here $z$ ranges over all complex numbers, so no other eigenvalue is possible. If $b=0$, the two values coincide at zero.

**Q.** Which single statement should I hold you to?

**A.** `zeeman_g_tensor`. It starts from any three traceless Hermitian matrices and provides a $g$ such that `M = zeeman g'` holds exactly when `g' = g`. For that $g$ it gives the trace formula, the invariance of $gg^T$ under a common unitary conjugation, and the two eigenvalues in every real field. The proof takes $g$ from the equivalence and inserts the earlier theorems. The determinant is not part of it; its invariance is in `unitary_invariance`.

```lean
/-- Three traceless Hermitian Zeeman matrices have a unique real g-matrix; its `g gᵀ` is given by
traces, is unchanged by common unitary conjugation, and fixes the levels in every real field. -/
theorem zeeman_g_tensor (M : Fin 3 → Matrix (Fin 2) (Fin 2) ℂ)
    (hM : ∀ k, (M k).IsHermitian ∧ (M k).trace = 0) :
    ∃ g : Matrix (Fin 3) (Fin 3) ℝ, (∀ g', M = zeeman g' ↔ g' = g) ∧
      (∀ k l, (((g * gᵀ) k l : ℝ) : ℂ) = 2 * (M k * M l).trace) ∧
      (∀ U ∈ Matrix.unitaryGroup (Fin 2) ℂ, ∀ g',
        (∀ k, zeeman g' k = U * M k * Uᴴ) → g' * g'ᵀ = g * gᵀ) ∧
      ∀ (B : Fin 3 → ℝ) (z : ℂ), (∃ v, v ≠ 0 ∧ fieldHamiltonian M B *ᵥ v = z • v) ↔
        z = halfSplitting g B ∨ z = -halfSplitting g B := by
  obtain ⟨g, hg', hu⟩ := (hermitian_traceless_iff M).mp hM
  have hg : M = zeeman g := hg'
  refine ⟨g, fun g' => ⟨fun h => hu g' h, fun h => h ▸ hg⟩, ?_, ?_, ?_⟩
  · rw [hg]
    exact gram_eq_trace g
  · intro U hU g' h
    rw [hg] at h
    exact (unitary_invariance hU h).1
  · rw [hg]
    exact eigenvalue_iff g

end

end ZeemanGTensor
```

```lean
#print axioms ZeemanGTensor.zeeman_g_tensor
```

```
'ZeemanGTensor.zeeman_g_tensor' depends on axioms: [propext, Classical.choice, Quot.sound]
```

**Q.** What would still go wrong if I applied this to a real atom?

**A.** The model has two states and a term linear in the field. Terms quadratic in $B$, mixing with other levels and hyperfine coupling to the nucleus are absent, and the zero-field energy of the doublet is set to zero. Where those effects matter, $\pm E$ are not the atom's measured levels.
